# A misfit dislocation's energy relative to the commensurate film is its zero-misfit energy minus 2πd

The lemma concerns a one-dimensional continuum model, in dimensionless units, of an overlayer on a finite interval `[a, b]`, with phase `u`, strain `e` and natural misfit `d`; its energy is the integral of `(e - d)² / 2 + (1 - cos u)`. A dislocation here is any phase running from `0` to `2π`, continuous on the closed interval and with derivative `e` inside it, where `e` is itself continuous up to the ends; it need not minimise the energy. The theorem says that the dislocation's energy at misfit `d`, less that of the commensurate film (`u = 0`, `e = 0`) at the same misfit, equals the dislocation's energy at zero misfit minus `2πd`. The attempt finds the integral of `e` to be `2π` by the fundamental theorem of calculus and the commensurate energy to be `(b - a) * (d ^ 2 / 2)`, then expands the elastic square and integrates term by term.

An attempt in Lean 4 with a fault in it:

```lean
import Mathlib

open Filter Set
open scoped Real Topology

namespace FilmEnergySubCommensurate

noncomputable section

/-- Energy of an overlayer on `[a, b]` with displacement phase `u`, strain `e` and natural
misfit `d`: elastic energy `(e - d)² / 2` plus substrate energy `1 - cos u`. -/
def filmEnergy (d a b : ℝ) (u e : ℝ → ℝ) : ℝ :=
  ∫ x in a..b, ((e x - d) ^ 2 / 2 + (1 - Real.cos (u x)))

/-- A misfit dislocation on `[a, b]`: a continuously differentiable phase `u` with
derivative `e` that runs from `0` to `2π`. -/
structure IsDislocation (a b : ℝ) (u e : ℝ → ℝ) : Prop where
  lt : a < b
  cont_phase : ContinuousOn u (Icc a b)
  cont_strain : ContinuousOn e (Icc a b)
  hasDeriv : ∀ x ∈ Ioo a b, HasDerivAt u (e x) x
  left : u a = 0
  right : u b = 2 * π

/-- The energy density of a dislocation is integrable, for every misfit. -/
theorem IsDislocation.integrable {a b : ℝ} {u e : ℝ → ℝ} (h : IsDislocation a b u e)
    (d : ℝ) : IntervalIntegrable (fun x => (e x - d) ^ 2 / 2 + (1 - Real.cos (u x)))
      MeasureTheory.volume a b := by
  apply ContinuousOn.intervalIntegrable_of_Icc h.lt.le
  exact (((h.cont_strain.sub continuousOn_const).pow 2).div_const 2).add
    (continuousOn_const.sub (Real.continuous_cos.comp_continuousOn h.cont_phase))

/-- Relative to the commensurate film of the same length and misfit `d`, a dislocation
costs its zero-misfit energy minus `2πd`. -/
theorem filmEnergy_sub_commensurate {a b : ℝ} {u e : ℝ → ℝ} (h : IsDislocation a b u e)
    (d : ℝ) : filmEnergy d a b u e - filmEnergy d a b (fun _ => 0) (fun _ => 0) =
      filmEnergy 0 a b u e - 2 * π * d := by
  have he : IntervalIntegrable e MeasureTheory.volume a b :=
    ContinuousOn.intervalIntegrable_of_Icc h.lt.le h.cont_strain
  have hE : ∫ x in a..b, e x = 2 * π := by
    rw [intervalIntegral.integral_eq_sub_of_hasDerivAt_of_le h.lt.le h.cont_phase
      h.hasDeriv he, h.left, h.right, sub_zero]
  have h0 : filmEnergy d a b (fun _ => 0) (fun _ => 0) = (b - a) * (d ^ 2 / 2) := by
    simp [filmEnergy]
  have hl : IntervalIntegrable (fun x => d ^ 2 / 2 - d * e x) MeasureTheory.volume a b :=
    intervalIntegrable_const.sub (he.const_mul d)
  -- expand the elastic square and integrate term by term
  have h1 : filmEnergy d a b u e = ∫ x in a..b,
      (((e x - 0) ^ 2 / 2 + (1 - Real.cos (u x))) + (d ^ 2 / 2 - d * e x)) := by
    unfold filmEnergy
    congr 1
    funext x
    ring
  rw [h0, h1, intervalIntegral.integral_add (h.integrable 0) hl,
    intervalIntegral.integral_sub intervalIntegrable_const (he.const_mul d),
    intervalIntegral.integral_const_mul, hE, intervalIntegral.integral_const, smul_eq_mul]
  unfold filmEnergy
  ring

end

end FilmEnergySubCommensurate
```

The compiler's answer:

```
Main.lean:43:82: error: unsolved goals
a b : ℝ
u e : ℝ → ℝ
h : IsDislocation a b u e
d : ℝ
he : IntervalIntegrable e MeasureTheory.volume a b
hE : ∫ (x : ℝ) in a..b, e x = 2 * π
⊢ (b - a) * d ^ 2 / 2 = (b - a) * (d ^ 2 / 2)
```

The repair, with which the file compiles:

```diff
@@ -43,4 +43,5 @@
   have h0 : filmEnergy d a b (fun _ => 0) (fun _ => 0) = (b - a) * (d ^ 2 / 2) := by
     simp [filmEnergy]
+    ring
   have hl : IntervalIntegrable (fun x => d ^ 2 / 2 - d * e x) MeasureTheory.volume a b :=
     intervalIntegrable_const.sub (he.const_mul d)
```

What went wrong. The one error is in `h0`, the energy of the commensurate film. There `simp [filmEnergy]` unfolds the definition and evaluates the integral, but it doesn't finish the proof. The goal it leaves is `(b - a) * d ^ 2 / 2 = (b - a) * (d ^ 2 / 2)`.

The two sides are equal and differ only in bracketing: on the left the whole product is divided by 2, on the right only `d ^ 2` is. `simp` rewrites with its own set of lemmas, and these did not bring the two sides to the same form, so Lean reports an unsolved goal.

The repair adds `ring` after `simp`. `ring` proves identities that follow from the laws of commutative rings, and it also copes with division by a numeral such as 2, so it closes this goal. Nothing else in the file changes.
